# At a stationary point, a smooth change of coordinates turns the Hessian $H$ into $J^{\mathsf T}HJ$

Take a diatomic molecule in a plane, with bond vector $(x,y)$, bond length $r=\sqrt{x^2+y^2}$ and energy $E(r)=2(r-2)^2$ in arbitrary units. As a function of $r$, the energy has curvature $4$ everywhere. Compress the bond to $r=1$ along $x$ and differentiate with respect to $x$ and $y$ instead: the curvature is $4$ along $x$ and $-4$ along $y$. The same structure has a direction of negative curvature in one description and none in the other. If this also happened at stationary points, the difference between a minimum and a transition state could depend on the coordinates.

Let the old coordinates be $f(q)$, where $q$ are the new ones, and let $J$ be the Jacobian of $f$ at $q$. If $E$ and $f$ are twice continuously differentiable and the gradient of $E$ vanishes at $f(q)$, the Hessian in the new coordinates is $J^{\mathsf T}HJ$, with $H$ the old Hessian at $f(q)$. If $J$ also has a right inverse, both descriptions give the same saddle order.

## Energies, derivatives and negative curvature

```lean
import Mathlib

open Matrix Topology

namespace StationaryHessian

noncomputable section

variable {m n : Type*} [Fintype m] [DecidableEq m] [Fintype n] [DecidableEq n]
```

Here `m` and `n` are finite sets of coordinate labels, not numbers. A configuration in the old coordinates is a vector of type `n → ℝ`, one real number per label; the new coordinates have type `m → ℝ`.

```lean
/-- The gradient of an energy `E` at `x`: its derivatives along the coordinate axes. -/
def grad (E : (n → ℝ) → ℝ) (x : n → ℝ) : n → ℝ :=
  fun i => fderiv ℝ E x (Pi.single i 1)
```

`fderiv ℝ E x` is the derivative $DE(x)$, a linear map that takes a displacement to the first-order change of energy. `Pi.single i 1` is the unit vector $e_i$, so `grad E x` has the components $\partial_iE(x)$. Lean sets the derivative to zero where none exists, so a vanishing `grad` means stationarity only together with the differentiability that the theorems assume.

```lean
/-- The Hessian of an energy `E` at `x`: its second derivatives along pairs of
coordinate axes. -/
def hessian (E : (n → ℝ) → ℝ) (x : n → ℝ) : Matrix n n ℝ :=
  Matrix.of fun i j => fderiv ℝ (fderiv ℝ E) x (Pi.single i 1) (Pi.single j 1)
```

Differentiating $DE$ once more gives $H_{ij}=D^2E(x)(e_i,e_j)=\partial_i\partial_jE(x)$.

```lean
/-- The Jacobian of a coordinate map `f` at `q`: the entry `(i, a)` is the derivative of
the `i`-th component of `f` along the `a`-th axis. -/
def jacobian (f : (m → ℝ) → (n → ℝ)) (q : m → ℝ) : Matrix n m ℝ :=
  Matrix.of fun i a => fderiv ℝ f q (Pi.single a 1) i
```

The Jacobian is $J_{ia}=\partial f_i/\partial q_a$, with one row per old coordinate and one column per new one. If $f$ takes Cartesian to internal coordinates, this is Wilson's $B$ matrix.

```lean
/-- The matrix `A` has a `k`-dimensional space of directions along all of which, zero
excepted, the curvature is negative. -/
def HasDescentSpace (A : Matrix n n ℝ) (k : ℕ) : Prop :=
  ∃ W : Submodule ℝ (n → ℝ), Module.finrank ℝ W = k ∧
    ∀ w ∈ W, w ≠ 0 → w ⬝ᵥ A *ᵥ w < 0
```

`⬝ᵥ` is the dot product and `*ᵥ` applies a matrix to a vector. The definition asks for a $k$-dimensional subspace $W$ with $w^{\mathsf T}Aw<0$ for every nonzero $w\in W$. "Descent" refers to curvature here, not to the slope followed by steepest descent.

```lean
/-- The saddle order of a Hessian `A` is `k`: the largest dimension of a space of
directions of negative curvature. -/
def IsSaddleOrder (A : Matrix n n ℝ) (k : ℕ) : Prop :=
  IsGreatest {d | HasDescentSpace A d} k
```

The saddle order is the largest such $k$. For a symmetric Hessian this is the textbook number of negative eigenvalues, counted with multiplicity. Order zero excludes negative curvature but allows flat directions, so it does not by itself establish a minimum.

## From axes to arbitrary displacements

```lean
/-- A linear map is determined by its values along the coordinate axes. -/
theorem apply_eq_sum_axes {F : Type*} [NormedAddCommGroup F] [NormedSpace ℝ F]
    (L : (n → ℝ) →L[ℝ] F) (v : n → ℝ) :
    L v = ∑ i, v i • L (Pi.single i 1) := by
  have h : v = ∑ i, v i • (Pi.single i 1 : n → ℝ) := by
    ext j
    simp [Finset.sum_apply, Pi.single_apply]
  conv_lhs => rw [h]
  rw [map_sum]
  simp only [map_smul]
```

Write $v=\sum_i v_ie_i$, which is `h` in the proof. Linearity then gives $Lv=\sum_i v_iL(e_i)$.

```lean
/-- The second derivative of `E` along two displacements `u` and `v` is the Hessian
matrix taken between them. -/
theorem second_derivative_eq_hessian (E : (n → ℝ) → ℝ) (x u v : n → ℝ) :
    fderiv ℝ (fderiv ℝ E) x u v = u ⬝ᵥ hessian E x *ᵥ v := by
  rw [apply_eq_sum_axes (fderiv ℝ (fderiv ℝ E) x) u]
  simp only [_root_.sum_apply, _root_.smul_apply, dotProduct,
    Matrix.mulVec, hessian, Matrix.of_apply, smul_eq_mul]
  refine Finset.sum_congr rfl fun i _ => ?_
  rw [apply_eq_sum_axes (fderiv ℝ (fderiv ℝ E) x (Pi.single i 1)) v]
  congr 1
  exact Finset.sum_congr rfl fun j _ => by rw [smul_eq_mul, mul_comm]
```

Expanding first $u$ and then $v$ in this way gives

$$D^2E(x)(u,v)=\sum_{i,j}u_iH_{ij}v_j=u^{\mathsf T}Hv .$$

The two uses of `apply_eq_sum_axes` are these two expansions.

## The chain rule, differentiated once more

```lean
omit [DecidableEq m] [DecidableEq n] in
/-- Second-order chain rule for twice continuously differentiable `E` and `f`: the slope
of `E` multiplies the curvature of the coordinates, and the curvature of `E` is taken
between the transformed displacements. -/
theorem second_derivative_comp {E : (n → ℝ) → ℝ} {f : (m → ℝ) → (n → ℝ)} {q : m → ℝ}
    (hE : ContDiffAt ℝ 2 E (f q)) (hf : ContDiffAt ℝ 2 f q) (u v : m → ℝ) :
    fderiv ℝ (fderiv ℝ (E ∘ f)) q u v =
      fderiv ℝ E (f q) (fderiv ℝ (fderiv ℝ f) q u v) +
      fderiv ℝ (fderiv ℝ E) (f q) (fderiv ℝ f q u) (fderiv ℝ f q v) := by
  -- the first-order chain rule holds in a whole neighbourhood of `q`
  have h1 : fderiv ℝ (E ∘ f) =ᶠ[𝓝 q]
      fun y => (fderiv ℝ E (f y)).comp (fderiv ℝ f y) := by
    filter_upwards [hf.continuousAt.tendsto.eventually (hE.eventually (by simp)),
      hf.eventually (by simp)] with y hy hy'
    exact fderiv_comp y (hy.differentiableAt (by norm_num))
      (hy'.differentiableAt (by norm_num))
  have hE2 : DifferentiableAt ℝ (fderiv ℝ E) (f q) :=
    (hE.fderiv_right (m := 1) (le_of_eq one_add_one_eq_two)).differentiableAt (by norm_num)
  have hf2 : DifferentiableAt ℝ (fderiv ℝ f) q :=
    (hf.fderiv_right (m := 1) (le_of_eq one_add_one_eq_two)).differentiableAt (by norm_num)
  have hf1 : DifferentiableAt ℝ f q := hf.differentiableAt (by norm_num)
  -- so it can be differentiated once more by the product rule
  have h2 := (hE2.hasFDerivAt.comp q hf1.hasFDerivAt).clm_comp hf2.hasFDerivAt
  rw [(h2.congr_of_eventuallyEq h1).fderiv]
  simp
```

For $y$ near $q$, the chain rule reads $D(E\circ f)(y)\,v=DE(f(y))\,(Df(y)\,v)$. Both factors depend on $y$. Differentiating at $q$ along $u$ with the product rule gives

$$D^2(E\circ f)(u,v)=DE\,(D^2f(u,v))+D^2E\,(Ju,Jv),$$

with derivatives of $E$ taken at $f(q)$ and those of $f$ at $q$. The first term is the slope of the energy times the curvature of the coordinates, and it produced the $-4$ for the compressed bond.

In the proof, `h1` is the chain rule on a neighbourhood of $q$; an equation at $q$ alone could not be differentiated. `hE2` and `hf2` say that the first derivatives are themselves differentiable, and `h2` is the product rule.

```lean
/-- For differentiable `E` and `f`, the gradient in the new coordinates is the transposed
Jacobian applied to the old gradient. -/
theorem grad_comp {E : (n → ℝ) → ℝ} {f : (m → ℝ) → (n → ℝ)} {q : m → ℝ}
    (hE : DifferentiableAt ℝ E (f q)) (hf : DifferentiableAt ℝ f q) :
    grad (E ∘ f) q = (jacobian f q)ᵀ *ᵥ grad E (f q) := by
  ext a
  simp only [grad]
  rw [fderiv_comp q hE hf, ContinuousLinearMap.comp_apply, apply_eq_sum_axes]
  simp only [grad, Matrix.mulVec, dotProduct, Matrix.transpose_apply, jacobian,
    Matrix.of_apply, smul_eq_mul]
```

Along the axis $a$, the first-order chain rule is $\partial_a(E\circ f)=\sum_iJ_{ia}\,\partial_iE$. The new gradient is therefore $J^{\mathsf T}g$, where $g$ is the old gradient at $f(q)$.

```lean
/-- For differentiable `E` and `f`, if the Jacobian has a right inverse, then `q` is
stationary in the new coordinates exactly when `f q` is stationary in the old ones. -/
theorem stationary_comp_iff {E : (n → ℝ) → ℝ} {f : (m → ℝ) → (n → ℝ)} {q : m → ℝ}
    (hE : DifferentiableAt ℝ E (f q)) (hf : DifferentiableAt ℝ f q)
    {K : Matrix m n ℝ} (hK : jacobian f q * K = 1) :
    grad (E ∘ f) q = 0 ↔ grad E (f q) = 0 := by
  rw [grad_comp hE hf]
  constructor
  · intro h
    have h' := congrArg (fun w => Kᵀ *ᵥ w) h
    simpa only [Matrix.mulVec_mulVec, ← Matrix.transpose_mul, hK, Matrix.transpose_one,
      Matrix.one_mulVec, Matrix.mulVec_zero] using h'
  · intro h
    rw [h, Matrix.mulVec_zero]
```

The condition `jacobian f q * K = 1` says that every small displacement in the old coordinates can be produced, to first order, by moving the new ones. There may be more new coordinates than old. If $g=0$, then $J^{\mathsf T}g=0$. Conversely, if $J^{\mathsf T}g=0$, multiply by $K^{\mathsf T}$:

$$0=K^{\mathsf T}J^{\mathsf T}g=(JK)^{\mathsf T}g=g .$$

The two bullets of the proof are these directions, in reverse order.

## What a vanishing gradient removes

```lean
/-- Let `E` and `f` be twice continuously differentiable at `f q` and `q`, and let the
gradient of `E` vanish at `f q`. Then the Hessian in the new coordinates is `Jᵀ H J`. -/
theorem hessian_comp_of_stationary {E : (n → ℝ) → ℝ} {f : (m → ℝ) → (n → ℝ)}
    {q : m → ℝ} (hE : ContDiffAt ℝ 2 E (f q)) (hf : ContDiffAt ℝ 2 f q)
    (h0 : grad E (f q) = 0) :
    hessian (E ∘ f) q = (jacobian f q)ᵀ * hessian E (f q) * jacobian f q := by
  -- a vanishing gradient removes the term with the curvature of the coordinates
  have hD : ∀ w, fderiv ℝ E (f q) w = 0 := by
    intro w
    rw [apply_eq_sum_axes]
    refine Finset.sum_eq_zero fun i _ => ?_
    have hi : fderiv ℝ E (f q) (Pi.single i 1) = 0 := congrFun h0 i
    rw [hi, smul_zero]
  ext a b
  have h := second_derivative_comp hE hf (Pi.single a 1) (Pi.single b 1)
  rw [hD, zero_add, second_derivative_eq_hessian E] at h
  rw [Matrix.mul_assoc]
  refine Eq.trans h ?_
  simp only [Matrix.mul_apply, Matrix.transpose_apply, dotProduct, Matrix.mulVec,
    jacobian, Matrix.of_apply]
```

If $g=0$, then $DE(f(q))\,w=\sum_iw_ig_i=0$ for every $w$, including $w=D^2f(u,v)$. Only the second term of the chain rule remains. With $u=e_a$ and $v=e_b$ it reads

$$\partial_a\partial_b(E\circ f)=\sum_{i,j}J_{ia}H_{ij}J_{jb}=(J^{\mathsf T}HJ)_{ab}.$$

In Lean, `hD` is the vanishing of the slope, `ext a b` reduces the matrix equation to its entries, and the last lines write out the double sum. $J$ needs no inverse of any kind here.

## Counting negative directions

```lean
omit [DecidableEq m] [DecidableEq n] in
/-- Every space of negative curvature of `Jᵀ A J` yields one of the same dimension for
`A`, for any rectangular matrix `J`. -/
theorem descentSpace_of_congruence {A : Matrix n n ℝ} (J : Matrix n m ℝ) {k : ℕ}
    (h : HasDescentSpace (Jᵀ * A * J) k) : HasDescentSpace A k := by
  obtain ⟨W, hk, hW⟩ := h
  have hq : ∀ v, v ⬝ᵥ (Jᵀ * A * J) *ᵥ v = (J *ᵥ v) ⬝ᵥ A *ᵥ (J *ᵥ v) := by
    intro v
    rw [← Matrix.mulVec_mulVec, ← Matrix.mulVec_mulVec, Matrix.dotProduct_mulVec,
      Matrix.vecMul_transpose]
  -- a direction killed by `J` has zero curvature, so `J` is injective on `W`
  have hinj : Function.Injective (J.mulVecLin.domRestrict W) := by
    rw [injective_iff_map_eq_zero]
    intro w hw
    have hw' : J *ᵥ (w : m → ℝ) = 0 := hw
    by_contra hne
    have hneg := hW w w.2 (fun h => hne (Subtype.ext h))
    rw [hq, hw', zero_dotProduct] at hneg
    exact lt_irrefl _ hneg
  refine ⟨LinearMap.range (J.mulVecLin.domRestrict W),
    (LinearMap.finrank_range_of_inj hinj).trans hk, ?_⟩
  rintro _ ⟨w, rfl⟩ hne
  have hw0 : (w : m → ℝ) ≠ 0 := by
    intro h
    have hw : w = 0 := Subtype.ext h
    exact hne (by rw [hw, map_zero])
  have hneg := hW w w.2 hw0
  rw [hq] at hneg
  exact hneg
```

Let $W$ be a space of negative curvature for $J^{\mathsf T}AJ$. The identity `hq` is

$$v^{\mathsf T}(J^{\mathsf T}AJ)v=(Jv)^{\mathsf T}A(Jv).$$

If a nonzero $w\in W$ had $Jw=0$, its curvature would be zero, not negative. So $J$ is injective on $W$, which is `hinj`, and the image $J(W)$ has the same dimension as $W$. By `hq`, $A$ has negative curvature along every nonzero vector of that image. Passing from $A$ to $J^{\mathsf T}AJ$ therefore cannot raise the largest dimension of a space of negative curvature.

```lean
/-- Let `E` and `f` be twice continuously differentiable at `f q` and `q`, let the gradient
of `E` vanish at `f q`, and let the Jacobian have a right inverse. Then the saddle order
is the same in both sets of coordinates. -/
theorem saddleOrder_comp_iff {E : (n → ℝ) → ℝ} {f : (m → ℝ) → (n → ℝ)} {q : m → ℝ}
    (hE : ContDiffAt ℝ 2 E (f q)) (hf : ContDiffAt ℝ 2 f q) (h0 : grad E (f q) = 0)
    {K : Matrix m n ℝ} (hK : jacobian f q * K = 1) (k : ℕ) :
    IsSaddleOrder (hessian (E ∘ f) q) k ↔ IsSaddleOrder (hessian E (f q)) k := by
  have hd : ∀ d, HasDescentSpace (hessian (E ∘ f) q) d ↔
      HasDescentSpace (hessian E (f q)) d := by
    intro d
    rw [hessian_comp_of_stationary hE hf h0]
    refine ⟨descentSpace_of_congruence _, fun h => descentSpace_of_congruence K ?_⟩
    -- the right inverse recovers the old Hessian from the new one
    have hback : Kᵀ * ((jacobian f q)ᵀ * hessian E (f q) * jacobian f q) * K =
        hessian E (f q) := by
      calc _ = (jacobian f q * K)ᵀ * hessian E (f q) * (jacobian f q * K) := by
            rw [Matrix.transpose_mul]
            simp only [Matrix.mul_assoc]
        _ = hessian E (f q) := by
            rw [hK, Matrix.transpose_one, Matrix.one_mul, Matrix.mul_one]
    rwa [hback]
  simp only [IsSaddleOrder, hd]

end

end StationaryHessian
```

```lean
#print axioms StationaryHessian.stationary_comp_iff
-- 'StationaryHessian.stationary_comp_iff' depends on axioms: [propext, Classical.choice, Quot.sound]
#print axioms StationaryHessian.hessian_comp_of_stationary
-- 'StationaryHessian.hessian_comp_of_stationary' depends on axioms: [propext, Classical.choice, Quot.sound]
#print axioms StationaryHessian.saddleOrder_comp_iff
-- 'StationaryHessian.saddleOrder_comp_iff' depends on axioms: [propext, Classical.choice, Quot.sound]
```

At the stationary point the new Hessian is $J^{\mathsf T}HJ$, so the previous lemma carries its spaces of negative curvature to $H$. For the way back, `hback` uses the right inverse:

$$K^{\mathsf T}(J^{\mathsf T}HJ)K=(JK)^{\mathsf T}H(JK)=H .$$

The same lemma, now with $K$ in place of $J$, carries spaces for $H$ to spaces for $J^{\mathsf T}HJ$. The same dimensions occur on both sides, so the largest ones agree. The eigenvalues themselves may differ.

## The compressed and the relaxed bond in numbers

For the diatomic, the old coordinate is $r$ and the new ones are $(x,y)$. At the point $(r,0)$ we have $J=(1\;\;0)$ and $H=(4)$. The only nonzero second derivative of the bond length there is $\partial^2r/\partial y^2=1/r$, and the slope is $E'(r)=4(r-2)$. The chain rule gives

$$\begin{pmatrix}4&0\\0&0\end{pmatrix}+\frac{4(r-2)}{r}\begin{pmatrix}0&0\\0&1\end{pmatrix}.$$

At $r=1$ the second term contributes $-4$ along $y$. At $r=2$ the slope is zero and $J^{\mathsf T}HJ=\mathrm{diag}(4,0)$ remains; the zero belongs to rotation of the molecule. With $K=(1\;\;0)^{\mathsf T}$ we have $JK=1$, and the saddle order is $0$ in both descriptions. For the barrier $E(r)=-2(r-2)^2$, the Hessians at $r=2$ are $(-4)$ and $\mathrm{diag}(-4,0)$, and the order is $1$ in both.

## From internal to Cartesian force constants

Suppose the energy is a function of internal coordinates $s_i$, a geometry has been optimised in them, and its force constants $H$ are known. A vibrational analysis in Cartesian coordinates uses the Cartesian Hessian, which is

$$B^{\mathsf T}HB+\sum_i g_i\,\nabla^2s_i,$$

where $B$ is the Jacobian of the $s_i$, $g_i=\partial E/\partial s_i$, and $\nabla^2s_i$ is the Cartesian Hessian of $s_i$. If all $g_i$ vanish, the sum is zero and $B^{\mathsf T}HB$ is enough. For an independent set of internal coordinates, with $B$ of full row rank, a right inverse exists and the saddle order carries over. An overcomplete set has linearly dependent rows in $B$, hence no right inverse, and the saddle-order theorem does not apply to it in this direction.

In electronic-structure work, the equality of saddle orders lets a transition state be identified in either set of coordinates, provided that the internal coordinates determine the energy and are independent, that they and the energy are twice continuously differentiable there, and that the gradient is exactly zero. An optimiser stops at a small but nonzero gradient. If $B^{\mathsf T}HB$ is used at that geometry, the neglected term is the residual gradient times the curvature of the coordinates, which matters most for soft modes whose own curvature is close to zero.
